# Zero direct sum and nonpositive exchange over time-reversed pairs for current–current interactions with a positive semidefinite kernel

Let Θ be antiunitary on ℂⁿ, let finitely many Hermitian matrices A_k anticommute with Θ, and let K be a real symmetric positive semidefinite matrix. For the two-electron interaction

G = −∑_kl K_kl A_k ⊗ A_l

and any finite list of orbital pairs φ_i, Θφ_i, the sum of the direct terms ⟨ab|G|ab⟩ over all orbitals a, b is zero, and this sum minus that of the exchange terms ⟨ab|G|ba⟩ is real and nonnegative. For orthonormal orbitals, half of that difference is the expectation value, in their Slater determinant, of G summed over all pairs of electrons.

```lean
import Mathlib

open Matrix
open scoped Kronecker

namespace BreitKramersPairs

noncomputable section

variable {n ι κ : Type*} [Fintype n] [Fintype ι] [Fintype κ]
```

## Orbitals, interaction and sums

One-electron states are complex vectors, and a matrix element is ⟨a|M|b⟩ = ∑_i ā_i (Mb)_i.

```lean
/-- The matrix element `⟨a|M|b⟩`. -/
def matEl {m : Type*} [Fintype m] (M : Matrix m m ℂ) (a b : m → ℂ) : ℂ :=
  star a ⬝ᵥ (M *ᵥ b)
```

Two-electron states are plain products, not antisymmetrised; exchange enters through its own sum.

```lean
/-- The two-electron product state with orbital `a` for electron 1 and `b` for electron 2. -/
def prodState (a b : n → ℂ) : n × n → ℂ := fun p => a p.1 * b p.2
```

The A_k play the part of current components, and K couples them. K is a fixed matrix of numbers.

```lean
/-- The two-electron interaction `-∑ K_kl A_k ⊗ A_l`. -/
def interaction (K : Matrix κ κ ℝ) (A : κ → Matrix n n ℂ) : Matrix (n × n) (n × n) ℂ :=
  -∑ k, ∑ l, (K k l : ℂ) • (A k ⊗ₖ A l)
```

Antiunitarity is the condition ⟨Θx|Θy⟩ = ⟨y|x⟩. Θ is a map on vectors and not a matrix, so anticommutation will be stated vector by vector. Θ² = −1 is not assumed.

```lean
/-- An antiunitary map: it turns every inner product into its complex conjugate. -/
def IsAntiunitary (Θ : (n → ℂ) → (n → ℂ)) : Prop :=
  ∀ x y, star (Θ x) ⬝ᵥ Θ y = star y ⬝ᵥ x
```

An orbital label is a pair (i, false) for φ_i or (i, true) for Θφ_i. The orbitals need be neither normalised nor orthogonal.

```lean
/-- The list of orbitals made of the pairs `φ i`, `Θ (φ i)`. -/
def pairOrbitals (Θ : (n → ℂ) → (n → ℂ)) (φ : ι → n → ℂ) : ι × Bool → n → ℂ :=
  fun p => if p.2 then Θ (φ p.1) else φ p.1
```

The direct sum is D = ∑_ab ⟨ab|G|ab⟩, without the factor ½ of the energy.

```lean
/-- The direct sum `∑ ⟨ab|G|ab⟩` over all orbitals `a`, `b`. -/
def directSum (G : Matrix (n × n) (n × n) ℂ) (ψ : ι → n → ℂ) : ℂ :=
  ∑ a, ∑ b, matEl G (prodState (ψ a) (ψ b)) (prodState (ψ a) (ψ b))
```

The exchange sum is X = ∑_ab ⟨ab|G|ba⟩.

```lean
/-- The exchange sum `∑ ⟨ab|G|ba⟩` over all orbitals `a`, `b`. -/
def exchangeSum (G : Matrix (n × n) (n × n) ℂ) (ψ : ι → n → ℂ) : ℂ :=
  ∑ a, ∑ b, matEl G (prodState (ψ a) (ψ b)) (prodState (ψ b) (ψ a))
```

For complex numbers z_k = p_k + i q_k, with p_k and q_k real, define

Q(z) = ∑_kl K_kl (p_k p_l + q_k q_l).

```lean
/-- The quadratic form of `K` on the real part of `z` plus that on its imaginary part. -/
def currentForm (K : Matrix κ κ ℝ) (z : κ → ℂ) : ℝ :=
  (fun k => (z k).re) ⬝ᵥ (K *ᵥ fun k => (z k).re) +
    (fun k => (z k).im) ⬝ᵥ (K *ᵥ fun k => (z k).im)
```

## Reduction to one-electron elements

Since (A ⊗ B)(c ⊗ d) = Ac ⊗ Bd, the double sum over components splits:

⟨ab|A ⊗ B|cd⟩ = ⟨a|A|c⟩⟨b|B|d⟩.

The proof first establishes the action on the product state (`h`), then factors the inner product.

```lean
/-- Between product states, `A ⊗ B` factors into one-electron matrix elements. -/
theorem matEl_kronecker (A B : Matrix n n ℂ) (a b c d : n → ℂ) :
    matEl (A ⊗ₖ B) (prodState a b) (prodState c d) = matEl A a c * matEl B b d := by
  have h : (A ⊗ₖ B) *ᵥ prodState c d = prodState (A *ᵥ c) (B *ᵥ d) := by
    ext ⟨i, j⟩
    simp only [mulVec, dotProduct, prodState, kroneckerMap_apply, Fintype.sum_prod_type,
      Finset.sum_mul_sum]
    exact Finset.sum_congr rfl fun _ _ => Finset.sum_congr rfl fun _ _ => by ring
  rw [matEl, h]
  simp only [matEl, dotProduct, prodState, Pi.star_apply, star_mul', Fintype.sum_prod_type,
    Finset.sum_mul_sum]
  exact Finset.sum_congr rfl fun _ _ => Finset.sum_congr rfl fun _ _ => by ring
```

By linearity in the operator, which the proof packages as a linear map `L`,

⟨ab|G|cd⟩ = −∑_kl K_kl ⟨a|A_k|c⟩⟨b|A_l|d⟩.

```lean
/-- The interaction between product states in terms of one-electron matrix elements. -/
theorem matEl_interaction (K : Matrix κ κ ℝ) (A : κ → Matrix n n ℂ) (a b c d : n → ℂ) :
    matEl (interaction K A) (prodState a b) (prodState c d) =
      -∑ k, ∑ l, (K k l : ℂ) * (matEl (A k) a c * matEl (A l) b d) := by
  -- a matrix element is linear in the operator
  obtain ⟨L, hL⟩ : ∃ L : Matrix (n × n) (n × n) ℂ →ₗ[ℂ] ℂ,
      ∀ M, L M = matEl M (prodState a b) (prodState c d) :=
    ⟨{ toFun := fun M => matEl M (prodState a b) (prodState c d)
       map_add' := fun M N => by simp only [matEl, Matrix.add_mulVec, dotProduct_add]
       map_smul' := fun r M => by
        simp only [matEl, Matrix.smul_mulVec, dotProduct_smul, RingHom.id_apply] },
      fun _ => rfl⟩
  rw [← hL, interaction]
  simp only [map_neg, map_sum, map_smul, smul_eq_mul]
  simp only [hL, matEl_kronecker]
```

## Opposite currents within a pair

Hermiticity gives ⟨Aa|b⟩ = ⟨a|A|b⟩.

```lean
/-- A Hermitian operator can be moved to the left factor of the inner product. -/
theorem hermitian_move {A : Matrix n n ℂ} (hA : A.IsHermitian) (a b : n → ℂ) :
    star (A *ᵥ a) ⬝ᵥ b = matEl A a b := by
  rw [Matrix.star_mulVec, hA.eq, matEl, Matrix.dotProduct_mulVec]
```

Anticommutation, antiunitarity and Hermiticity, in that order, give

⟨Θx|A|Θy⟩ = −⟨Θx|Θ(Ay)⟩ = −⟨Ay|x⟩ = −⟨y|A|x⟩.

The rewrites follow the same order. Writing −⟨x|A|y⟩ at the end is a mistake that the diagonal case x = y conceals.

```lean
/-- For an antiunitary `Θ` and a Hermitian `A` anticommuting with it,
`⟨Θx|A|Θy⟩ = -⟨y|A|x⟩`. -/
theorem matEl_reversed {Θ : (n → ℂ) → (n → ℂ)} (hΘ : IsAntiunitary Θ) {A : Matrix n n ℂ}
    (hA : A.IsHermitian) (hAΘ : ∀ v, A *ᵥ Θ v = -Θ (A *ᵥ v)) (x y : n → ℂ) :
    matEl A (Θ x) (Θ y) = -matEl A y x := by
  rw [matEl, hAΘ, dotProduct_neg, hΘ, hermitian_move hA]
```

With x = y = φ_i, the two members of each pair cancel, so ∑_b ⟨b|A_l|b⟩ = 0 for every l (`h0`). Therefore

D = −∑_kl K_kl (∑_a ⟨a|A_k|a⟩)(∑_b ⟨b|A_l|b⟩) = 0.

The proof fixes a and reorders the sums until the one over b is innermost. Positivity of K plays no part here.

In a closed-shell Dirac–Hartree–Fock code with Kramers-paired orbitals, this cancellation lets one skip the direct Gaunt or Breit term and build only exchange; the theorem covers the finite-matrix form of the energy sum.

```lean
/-- The direct sum over orbital pairs vanishes. -/
theorem directSum_eq_zero {Θ : (n → ℂ) → (n → ℂ)} (hΘ : IsAntiunitary Θ)
    {A : κ → Matrix n n ℂ} (hA : ∀ k, (A k).IsHermitian)
    (hAΘ : ∀ k v, A k *ᵥ Θ v = -Θ (A k *ᵥ v)) (K : Matrix κ κ ℝ) (φ : ι → n → ℂ) :
    directSum (interaction K A) (pairOrbitals Θ φ) = 0 := by
  -- the two members of a pair carry opposite currents
  have h0 : ∀ l, ∑ b, matEl (A l) (pairOrbitals Θ φ b) (pairOrbitals Θ φ b) = 0 := by
    intro l
    simp [Fintype.sum_prod_type, pairOrbitals, matEl_reversed hΘ (hA l) (hAΘ l)]
  unfold directSum
  refine Finset.sum_eq_zero fun a _ => ?_
  simp only [matEl_interaction]
  rw [Finset.sum_neg_distrib, neg_eq_zero, Finset.sum_comm]
  refine Finset.sum_eq_zero fun k _ => ?_
  rw [Finset.sum_comm]
  refine Finset.sum_eq_zero fun l _ => ?_
  rw [← Finset.mul_sum, ← Finset.mul_sum, h0, mul_zero, mul_zero]
```

## The sign of exchange

Expanding the product,

z_k z̄_l = p_k p_l + q_k q_l + i(q_k p_l − p_k q_l).

Multiplied by the symmetric K_kl and summed, the imaginary part cancels on exchanging k and l (`swap`), which leaves ∑_kl K_kl z_k z̄_l = Q(z).

```lean
/-- For a symmetric real kernel, `∑ K_kl z_k z̄_l` is the real number `currentForm K z`. -/
theorem kernel_form {K : Matrix κ κ ℝ} (hK : K.IsHermitian) (z : κ → ℂ) :
    ∑ k, ∑ l, (K k l : ℂ) * (z k * star (z l)) = (currentForm K z : ℂ) := by
  have hs : ∀ k l, K l k = K k l := fun k l => by simpa using hK.apply k l
  have swap : ∑ k, ∑ l, K k l * ((z k).im * (z l).re) =
      ∑ k, ∑ l, K k l * ((z k).re * (z l).im) := by
    rw [Finset.sum_comm]
    refine Finset.sum_congr rfl fun k _ => Finset.sum_congr rfl fun l _ => ?_
    rw [hs k l]
    ring
  apply Complex.ext
  · simp only [currentForm, Complex.re_sum, Complex.re_ofReal_mul, Complex.ofReal_re,
      dotProduct, mulVec, Finset.mul_sum, ← Finset.sum_add_distrib]
    refine Finset.sum_congr rfl fun k _ => Finset.sum_congr rfl fun l _ => ?_
    simp only [Complex.mul_re, Complex.star_def, Complex.conj_re, Complex.conj_im]
    ring
  · have h : ∀ k l, K k l * (z k * star (z l)).im =
        K k l * ((z k).im * (z l).re) - K k l * ((z k).re * (z l).im) := by
      intro k l
      simp only [Complex.mul_im, Complex.star_def, Complex.conj_re, Complex.conj_im]
      ring
    simp only [Complex.im_sum, Complex.im_ofReal_mul, Complex.ofReal_im, h,
      Finset.sum_sub_distrib]
    rw [swap, sub_self]
```

Q(z) is the quadratic form of K on p plus that on q, and both are nonnegative.

```lean
/-- For a positive semidefinite kernel, `currentForm K z` is nonnegative. -/
theorem currentForm_nonneg {K : Matrix κ κ ℝ} (hK : K.PosSemidef) (z : κ → ℂ) :
    0 ≤ currentForm K z := by
  have h1 := hK.dotProduct_mulVec_nonneg (fun k => (z k).re)
  have h2 := hK.dotProduct_mulVec_nonneg (fun k => (z k).im)
  rw [star_trivial] at h1 h2
  exact add_nonneg h1 h2
```

Now set z_k = ⟨a|A_k|b⟩. Hermiticity gives ⟨b|A_l|a⟩ = z̄_l, hence

⟨ab|G|ba⟩ = −∑_kl K_kl z_k z̄_l = −Q(z).

This holds for any orbitals, paired or not.

```lean
/-- For any orbitals, the exchange sum is minus the kernel's quadratic form on the
transition elements `⟨a|A_k|b⟩`, summed over `a` and `b`. -/
theorem exchangeSum_eq {K : Matrix κ κ ℝ} (hK : K.IsHermitian) {A : κ → Matrix n n ℂ}
    (hA : ∀ k, (A k).IsHermitian) (ψ : ι → n → ℂ) :
    exchangeSum (interaction K A) ψ =
      -((∑ a, ∑ b, currentForm K (fun k => matEl (A k) (ψ a) (ψ b)) : ℝ) : ℂ) := by
  rw [exchangeSum, Complex.ofReal_sum, ← Finset.sum_neg_distrib]
  refine Finset.sum_congr rfl fun a _ => ?_
  rw [Complex.ofReal_sum, ← Finset.sum_neg_distrib]
  refine Finset.sum_congr rfl fun b _ => ?_
  -- Hermiticity: the reversed transition element is the complex conjugate
  have h : ∀ l, matEl (A l) (ψ b) (ψ a) = star (matEl (A l) (ψ a) (ψ b)) := by
    intro l
    rw [← hermitian_move (hA l) (ψ b) (ψ a)]
    simp only [matEl, dotProduct, star_sum, star_mul', Pi.star_apply, star_star]
    exact Finset.sum_congr rfl fun _ _ => mul_comm _ _
  rw [matEl_interaction, ← kernel_form hK]
  simp only [h]
```

Writing z^{ab} for the elements belonging to a and b, the two results combine to

D − X = ∑_ab Q(z^{ab}) ≥ 0.

The theorem states separately that D vanishes, that the imaginary part of D − X is zero and that its real part is nonnegative.

```lean
/-- Over orbital pairs the direct sum vanishes, and direct minus exchange is real and
nonnegative. -/
theorem direct_sub_exchange_nonneg {Θ : (n → ℂ) → (n → ℂ)} (hΘ : IsAntiunitary Θ)
    {A : κ → Matrix n n ℂ} (hA : ∀ k, (A k).IsHermitian)
    (hAΘ : ∀ k v, A k *ᵥ Θ v = -Θ (A k *ᵥ v)) {K : Matrix κ κ ℝ} (hK : K.PosSemidef)
    (φ : ι → n → ℂ) :
    let G := interaction K A
    let ψ := pairOrbitals Θ φ
    directSum G ψ = 0 ∧ (directSum G ψ - exchangeSum G ψ).im = 0 ∧
      0 ≤ (directSum G ψ - exchangeSum G ψ).re := by
  intro G ψ
  have h0 : directSum G ψ = 0 := directSum_eq_zero hΘ hA hAΘ K φ
  have h1 := exchangeSum_eq hK.isHermitian hA ψ
  change exchangeSum G ψ = _ at h1
  rw [h0, h1, zero_sub, neg_neg]
  refine ⟨rfl, Complex.ofReal_im _, ?_⟩
  rw [Complex.ofReal_re]
  exact Finset.sum_nonneg fun a _ => Finset.sum_nonneg fun b _ => currentForm_nonneg hK _
```

## Dirac matrices and the Breit kernel

For four-component spinors the currents are the Dirac matrices α_k.

```lean
/-- The Dirac matrices `α_x`, `α_y`, `α_z`. -/
def diracAlpha : Fin 3 → Matrix (Fin 4) (Fin 4) ℂ :=
  ![!![0, 0, 0, 1; 0, 0, 1, 0; 0, 1, 0, 0; 1, 0, 0, 0],
    !![0, 0, 0, -Complex.I; 0, 0, Complex.I, 0; 0, -Complex.I, 0, 0; Complex.I, 0, 0, 0],
    !![0, 0, 1, 0; 0, 0, 0, -1; 1, 0, 0, 0; 0, -1, 0, 0]]
```

Time reversal sends (v₀, v₁, v₂, v₃) to (−v̄₁, v̄₀, −v̄₃, v̄₂).

```lean
/-- Time reversal of a four-component spinor. -/
def timeReversal (v : Fin 4 → ℂ) : Fin 4 → ℂ :=
  ![-star (v 1), star (v 0), -star (v 3), star (v 2)]
```

The Breit kernel is (δ_kl + u_k u_l)/2. Physically, u is the unit vector along the interelectronic separation; here it is any fixed real vector, and the factor 1/r₁₂ and all spatial dependence are left out.

```lean
/-- The Breit kernel `(δ_kl + u_k u_l) / 2` for a fixed real vector `u`. -/
def breitKernel (u : Fin 3 → ℝ) : Matrix (Fin 3) (Fin 3) ℝ :=
  Matrix.of fun k l => ((if k = l then 1 else 0) + u k * u l) / 2
```

The matrix properties are checked entry by entry. Positivity follows from

∑_kl x_k K_kl x_l = (|x|² + (u·x)²)/2 ≥ 0

for real x. These are the hypotheses of `direct_sub_exchange_nonneg`, which therefore applies to any finite list of vectors in ℂ⁴ and their time-reversed partners. For orbitals that depend on position, the theorem needs a kernel that is positive semidefinite in position and component together, and positivity at each fixed u does not by itself ensure that. The Breit kernel with its factor 1/r₁₂ does have this property: its Fourier transform over the separation is 4π(δ_kl − g_k g_l/|g|²)/|g|², which is positive semidefinite for every wave vector g ≠ 0. This last fact is not proved in the Lean code.

```lean
/-- Time reversal is antiunitary, the Dirac matrices are Hermitian and anticommute with it,
and the Breit kernel is positive semidefinite. -/
theorem breit_witness (u : Fin 3 → ℝ) :
    IsAntiunitary timeReversal ∧ (∀ k, (diracAlpha k).IsHermitian) ∧
      (∀ k v, diracAlpha k *ᵥ timeReversal v = -timeReversal (diracAlpha k *ᵥ v)) ∧
      (breitKernel u).PosSemidef := by
  refine ⟨fun x y => ?_, fun k => ?_, fun k v => ?_, ?_⟩
  · simp [timeReversal, dotProduct, Fin.sum_univ_four]
    ring
  · refine Matrix.IsHermitian.ext fun i j => ?_
    fin_cases k <;> fin_cases i <;> fin_cases j <;> simp [diracAlpha]
  · funext i
    fin_cases k <;> fin_cases i <;>
      simp [diracAlpha, timeReversal, mulVec, dotProduct, Fin.sum_univ_four]
  · refine Matrix.posSemidef_iff_dotProduct_mulVec.2 ⟨?_, fun x => ?_⟩
    · refine Matrix.IsHermitian.ext fun i j => ?_
      fin_cases i <;> fin_cases j <;> simp [breitKernel, mul_comm]
    · have e : star x ⬝ᵥ (breitKernel u *ᵥ x) = (x 0 ^ 2 + x 1 ^ 2 + x 2 ^ 2 +
          (u 0 * x 0 + u 1 * x 1 + u 2 * x 2) ^ 2) / 2 := by
        simp [breitKernel, dotProduct, mulVec, Fin.sum_univ_three]
        ring
      rw [e]
      positivity

end

end BreitKramersPairs
```

```lean
#print axioms BreitKramersPairs.directSum_eq_zero
-- 'BreitKramersPairs.directSum_eq_zero' depends on axioms: [propext, Classical.choice, Quot.sound]
#print axioms BreitKramersPairs.direct_sub_exchange_nonneg
-- 'BreitKramersPairs.direct_sub_exchange_nonneg' depends on axioms: [propext, Classical.choice, Quot.sound]
```
